# The ground energy of finitely many fixed states is differentiable in the potential exactly when the minimising states share one density

One way to obtain or check a density is by shifting the external potential slightly, recomputing the ground-state energy and taking the slope. For a model with finitely many states, whose internal energies and densities do not change with the potential, the Lean file below proves that the energy has a gradient precisely when all lowest states have the same density, and that the gradient is then this density.

```lean
import Mathlib

open scoped InnerProductSpace
open Filter Topology

namespace FiniteStateGroundEnergy

noncomputable section

variable {ι : Type*} {V : Type*} [NormedAddCommGroup V] [InnerProductSpace ℝ V]

/-- Energy of state `k` in the potential `v`: internal energy plus coupling to its density. -/
def stateEnergy (F : ι → ℝ) (ρ : ι → V) (k : ι) (v : V) : ℝ :=
  F k + ⟪v, ρ k⟫_ℝ

/-- Ground energy `E(v)`: the least of the finitely many state energies. -/
def groundEnergy [Fintype ι] [Nonempty ι] (F : ι → ℝ) (ρ : ι → V) (v : V) : ℝ :=
  Finset.univ.inf' Finset.univ_nonempty (fun k => stateEnergy F ρ k v)

/-- State `k` is minimising at `v` if its energy equals the ground energy. -/
def IsMinimising [Fintype ι] [Nonempty ι] (F : ι → ℝ) (ρ : ι → V) (v : V) (k : ι) : Prop :=
  stateEnergy F ρ k v = groundEnergy F ρ v

/-- The energy of state `k` has gradient `ρ k` with respect to the potential. -/
theorem hasGradientAt_stateEnergy [CompleteSpace V] (F : ι → ℝ) (ρ : ι → V) (k : ι) (v : V) :
    HasGradientAt (stateEnergy F ρ k) (ρ k) v := by
  rw [hasGradientAt_iff_hasFDerivAt]
  have h : stateEnergy F ρ k = fun w => F k + InnerProductSpace.toDual ℝ V (ρ k) w := by
    funext w
    rw [InnerProductSpace.toDual_apply_apply, stateEnergy, real_inner_comm]
  rw [h]
  exact (InnerProductSpace.toDual ℝ V (ρ k)).hasFDerivAt.const_add (F k)

variable [Fintype ι] [Nonempty ι]

/-- The ground energy is at most the energy of every state. -/
theorem groundEnergy_le (F : ι → ℝ) (ρ : ι → V) (v : V) (k : ι) :
    groundEnergy F ρ v ≤ stateEnergy F ρ k v :=
  Finset.inf'_le (fun k => stateEnergy F ρ k v) (Finset.mem_univ k)

/-- At every potential some state is minimising. -/
theorem exists_minimising (F : ι → ℝ) (ρ : ι → V) (v : V) : ∃ k, IsMinimising F ρ v k := by
  obtain ⟨k, _, hk⟩ := Finset.exists_mem_eq_inf' (Finset.univ_nonempty (α := ι))
    (fun k => stateEnergy F ρ k v)
  exact ⟨k, hk.symm⟩

/-- If the ground energy has gradient `g` at `v`, every minimising state has density `g`. -/
theorem density_eq_of_hasGradientAt [CompleteSpace V] (F : ι → ℝ) (ρ : ι → V) (v g : V)
    (hE : HasGradientAt (groundEnergy F ρ) g v) (k : ι) (hk : IsMinimising F ρ v k) :
    ρ k = g := by
  -- the gap e_k - E is nonnegative and vanishes at v
  have hmin : IsLocalMin (fun w => stateEnergy F ρ k w - groundEnergy F ρ w) v := by
    refine Filter.Eventually.of_forall (fun w => ?_)
    have h1 := groundEnergy_le F ρ w k
    have h2 : stateEnergy F ρ k v = groundEnergy F ρ v := hk
    show stateEnergy F ρ k v - groundEnergy F ρ v ≤ stateEnergy F ρ k w - groundEnergy F ρ w
    linarith
  have hd : HasFDerivAt (fun w => stateEnergy F ρ k w - groundEnergy F ρ w)
      (InnerProductSpace.toDual ℝ V (ρ k) - InnerProductSpace.toDual ℝ V g) v :=
    (hasGradientAt_stateEnergy F ρ k v).hasFDerivAt.sub hE.hasFDerivAt
  -- the derivative vanishes at a minimum
  have h0 := hmin.hasFDerivAt_eq_zero hd
  exact (InnerProductSpace.toDual ℝ V).injective (sub_eq_zero.mp h0)

/-- For all potentials `w` close enough to `v`, each state minimising at `w` is also
minimising at `v`. -/
theorem eventually_minimising (F : ι → ℝ) (ρ : ι → V) (v : V) :
    ∀ᶠ w in 𝓝 v, ∀ j, IsMinimising F ρ w j → IsMinimising F ρ v j := by
  rw [Filter.eventually_all]
  intro j
  by_cases hj : IsMinimising F ρ v j
  · exact Filter.Eventually.of_forall (fun _ _ => hj)
  obtain ⟨k, hk⟩ := exists_minimising F ρ v
  have hcont : ∀ i, Continuous (stateEnergy F ρ i) := fun i =>
    continuous_const.add (continuous_id.inner continuous_const)
  -- state j lies strictly above state k at v, hence nearby
  have hlt : stateEnergy F ρ k v < stateEnergy F ρ j v := by
    have h1 : stateEnergy F ρ k v = groundEnergy F ρ v := hk
    have h2 : stateEnergy F ρ j v ≠ groundEnergy F ρ v := hj
    rw [h1]
    exact lt_of_le_of_ne (groundEnergy_le F ρ v j) h2.symm
  have hev := (hcont k).continuousAt.eventually_lt (hcont j).continuousAt hlt
  filter_upwards [hev] with w hw hjw
  have h1 : stateEnergy F ρ j w = groundEnergy F ρ w := hjw
  have h2 := groundEnergy_le F ρ w k
  exact absurd hw (not_lt.mpr (by linarith))

/-- If all states minimising at `v` have density `g`, then near `v` the ground energy is
exactly `E(v) + ⟪w - v, g⟫`. -/
theorem groundEnergy_locally_affine (F : ι → ℝ) (ρ : ι → V) (v g : V)
    (h : ∀ k, IsMinimising F ρ v k → ρ k = g) :
    ∀ᶠ w in 𝓝 v, groundEnergy F ρ w = groundEnergy F ρ v + ⟪w - v, g⟫_ℝ := by
  filter_upwards [eventually_minimising F ρ v] with w hw
  obtain ⟨j, hj⟩ := exists_minimising F ρ w
  have h1 : stateEnergy F ρ j w = groundEnergy F ρ w := hj
  have h2 : stateEnergy F ρ j v = groundEnergy F ρ v := hw j hj
  rw [← h1, ← h2, stateEnergy, stateEnergy, h j (hw j hj), inner_sub_left]
  ring

/-- The ground energy has gradient `g` at `v` if and only if every state minimising at `v`
has density `g`. -/
theorem hasGradientAt_iff [CompleteSpace V] (F : ι → ℝ) (ρ : ι → V) (v g : V) :
    HasGradientAt (groundEnergy F ρ) g v ↔ ∀ k, IsMinimising F ρ v k → ρ k = g := by
  refine ⟨fun hE => density_eq_of_hasGradientAt F ρ v g hE, fun h => ?_⟩
  obtain ⟨k, hk⟩ := exists_minimising F ρ v
  have hg := h k hk
  have h2 : stateEnergy F ρ k v = groundEnergy F ρ v := hk
  -- near v the ground energy follows the single state k
  have heq : groundEnergy F ρ =ᶠ[𝓝 v] stateEnergy F ρ k := by
    filter_upwards [groundEnergy_locally_affine F ρ v g h] with w hw
    rw [hw, ← h2, stateEnergy, stateEnergy, hg, inner_sub_left]
    ring
  rw [hasGradientAt_iff_hasFDerivAt, ← hg]
  exact (hasGradientAt_stateEnergy F ρ k v).hasFDerivAt.congr_of_eventuallyEq heq

/-- The ground energy is differentiable at `v` if and only if all states minimising at `v`
share one density; in that case its gradient is the density of any minimising state. -/
theorem differentiableAt_iff [CompleteSpace V] (F : ι → ℝ) (ρ : ι → V) (v : V) :
    (DifferentiableAt ℝ (groundEnergy F ρ) v ↔
      ∀ j k, IsMinimising F ρ v j → IsMinimising F ρ v k → ρ j = ρ k) ∧
    (DifferentiableAt ℝ (groundEnergy F ρ) v →
      ∀ k, IsMinimising F ρ v k → gradient (groundEnergy F ρ) v = ρ k) := by
  have hgrad : DifferentiableAt ℝ (groundEnergy F ρ) v →
      ∀ k, IsMinimising F ρ v k → gradient (groundEnergy F ρ) v = ρ k :=
    fun hd k hk => ((hasGradientAt_iff F ρ v _).mp hd.hasGradientAt k hk).symm
  refine ⟨⟨fun hd j k hj hk => ?_, fun h => ?_⟩, hgrad⟩
  · rw [← hgrad hd j hj, ← hgrad hd k hk]
  · obtain ⟨k, hk⟩ := exists_minimising F ρ v
    exact ((hasGradientAt_iff F ρ v (ρ k)).mpr (fun j hj => h j k hj hk)).differentiableAt

/-- Two states with the same internal energy `c` and densities `+1` and `-1` on the line:
the ground energy is not differentiable at zero potential. -/
theorem level_crossing_kink (c : ℝ) :
    ¬ DifferentiableAt ℝ (groundEnergy (fun _ : Fin 2 => c) (![1, -1] : Fin 2 → ℝ)) 0 := by
  intro hd
  have hs : ∀ k, stateEnergy (fun _ : Fin 2 => c) (![1, -1] : Fin 2 → ℝ) k 0 = c := by
    intro k
    rw [stateEnergy, inner_zero_left, add_zero]
  -- both states are minimising at zero potential
  have hmin : ∀ k, IsMinimising (fun _ : Fin 2 => c) (![1, -1] : Fin 2 → ℝ) 0 k := by
    intro k
    obtain ⟨j, hj⟩ := exists_minimising (fun _ : Fin 2 => c) (![1, -1] : Fin 2 → ℝ) 0
    unfold IsMinimising at hj ⊢
    rw [← hj, hs, hs]
  have h := (differentiableAt_iff _ _ _).1.mp hd 0 1 (hmin 0) (hmin 1)
  have h' : (1 : ℝ) = -1 := h
  linarith

end

end FiniteStateGroundEnergy
```

```lean
#print axioms FiniteStateGroundEnergy.differentiableAt_iff
#print axioms FiniteStateGroundEnergy.level_crossing_kink
```

```
'FiniteStateGroundEnergy.differentiableAt_iff' depends on axioms: [propext, Classical.choice, Quot.sound]
'FiniteStateGroundEnergy.level_crossing_kink' depends on axioms: [propext, Classical.choice, Quot.sound]
```

## Energies, minimisers and the two equivalences

The states are labelled by k in a finite, nonempty set `ι`. State k has an internal energy F_k, a real number, and a density ρ_k, a vector in a real inner product space `V`. The potential v lives in the same space. With ⟨·,·⟩ the inner product, `stateEnergy` and `groundEnergy` are

e_k(v) = F_k + ⟨v, ρ_k⟩

E(v) = min over k of e_k(v)

and `IsMinimising F ρ v k` means e_k(v) = E(v).

The theorem `hasGradientAt_iff` says that for any potential v and any vector g in V, E has gradient g at v if and only if ρ_k = g for every state k minimising at v. Having gradient g means

E(v + h) = E(v) + ⟨h, g⟩ + o(‖h‖)

for displacements h tending to zero from all directions at once, which is Fréchet differentiability. The theorem `differentiableAt_iff` has two parts: E is differentiable at v if and only if ρ_j = ρ_k for any two minimising states j and k, and if E is differentiable at v then its gradient equals ρ_k for every minimising k. The second part needs its hypothesis because, by the first part, where E is not differentiable two minimising states have different densities, and no single vector equals both; Lean's `gradient` returns zero at such a point. Finally, `level_crossing_kink` takes V = ℝ and two states, 0 and 1, with the common internal energy c and densities ρ_0 = 1 and ρ_1 = −1, and states that E is not differentiable at v = 0. A particle density cannot be −1; here ±1 can be read as the difference in occupation between two sites that hold one electron, with site energies v and −v.

## Fixed states coupled linearly to a potential

For a lattice of n sites V is ℝⁿ, the components of ρ_k are site occupations, those of v are site energies, and ⟨v, ρ_k⟩ is the sum over sites of their products. F_k collects kinetic and interaction energy. The sign convention is that a positive v raises the energy of an occupied site. The gradient is defined through the inner product, so quadrature weights on a grid belong in the inner product. The hypothesis `CompleteSpace V` lets `InnerProductSpace.toDual` identify vectors with continuous linear functionals; it holds in finite dimension and admits infinite-dimensional Hilbert spaces too. Densities are arbitrary vectors, with no positivity or particle-number condition. With a single state the sharing condition is automatic and E is differentiable everywhere.

The minimum defining E has the Legendre–Fenchel form used in density-functional theory, internal energy plus ⟨v, ρ⟩ minimised over densities, restricted here to finitely many candidates. It is the exact ground energy of a finite-dimensional quantum system when the internal Hamiltonian and the occupation operators have a common eigenbasis and the states k are that basis, as on a lattice with on-site repulsion and no hopping. The gradient formula has the form of the Hellmann–Feynman relation, which also covers eigenstates that change with v and energies that curve, whereas here the states are frozen and E is exactly affine near each point of differentiability. Avoided crossings and infinite families of states are not covered.

## A gradient forces a common density

Two facts come straight from the minimum over a finite nonempty set: E(w) ≤ e_k(w) for every potential w and state k (`groundEnergy_le`), and some state attains the minimum (`exists_minimising`). Each state energy is affine,

e_k(v + h) − e_k(v) = ⟨h, ρ_k⟩

so its gradient is ρ_k. The lemma `hasGradientAt_stateEnergy` rewrites e_k as a constant plus the functional dual to ρ_k and differentiates that.

Suppose E has gradient g at v and k is minimising there. The gap

G(w) = e_k(w) − E(w)

is nonnegative and G(v) = 0. Along a direction u, for a small real step t,

0 ≤ G(v + tu) = t⟨u, ρ_k − g⟩ + o(t)

Since t takes both signs, ⟨u, ρ_k − g⟩ = 0 for every u, so ρ_k = g. In `density_eq_of_hasGradientAt`, `hmin` records that v is a local minimum of G, `hd` computes its derivative as the difference of two dual functionals, `hmin.hasFDerivAt_eq_zero` replaces the argument with both signs of t, and injectivity of `InnerProductSpace.toDual` returns to vectors.

## A common density makes the energy locally affine

Let j be a state that is not minimising at v and k one that is. Then e_k(v) < e_j(v), and by continuity e_k(w) < e_j(w) for w near v. If j were minimising at such a w, then e_j(w) = E(w) ≤ e_k(w), a contradiction. Each state yields its own neighbourhood of v, and the intersection of finitely many neighbourhoods is again one. Hence near v every minimiser at w is a minimiser at v. This is `eventually_minimising`, where `∀ᶠ w in 𝓝 v` reads "for all w close enough to v", with no radius specified. `Filter.eventually_all` is the finite intersection, `eventually_lt` carries the strict inequality to nearby points, and the last line is the contradiction.

Now assume all minimisers at v have density g. Take w near v and a state j minimising at w. It also minimises at v, so ρ_j = g and

E(w) − E(v) = e_j(w) − e_j(v) = ⟨w − v, g⟩

which is `groundEnergy_locally_affine`; completeness plays no part in it. For any k minimising at v,

e_k(w) = e_k(v) + ⟨w − v, ρ_k⟩ = E(v) + ⟨w − v, g⟩ = E(w)

so E coincides with e_k near v. This is `heq` in `hasGradientAt_iff`, and `congr_of_eventuallyEq` transfers the gradient ρ_k = g from e_k to E.

In `differentiableAt_iff`, `hgrad` applies the equivalence with g the gradient itself; two minimisers then have equal densities because both equal that gradient. Conversely, one minimiser k is chosen and g = ρ_k is used. In `level_crossing_kink` both state energies equal c at v = 0 (`hs`), so both states minimise (`hmin`), and differentiability would give 1 = −1. The proof never needs the explicit form min(c + v, c − v) = c − |v|.

## Two electrons on two sites without hopping

The following numbers illustrate the theorems and are not part of the Lean file. Take two electrons of opposite spin on two sites with site energies v = (a, b), and let double occupation of a site cost 4 energy units, an on-site repulsion. States 0 and 3 put both electrons on one site; states 1 and 2 put one on each and differ by exchanging the spins.

ρ_0 = (2, 0), F_0 = 4, e_0 = 4 + 2a

ρ_1 = ρ_2 = (1, 1), F_1 = F_2 = 0, e_1 = e_2 = a + b

ρ_3 = (0, 2), F_3 = 4, e_3 = 4 + 2b

At v = (1, 0) the energies are 6, 1, 1, 4. The ground level is degenerate, but states 1 and 2 share a density, so the gradient is (1, 1). Indeed E(1.1, 0) = 1.1 and E(0.9, 0) = 0.9, and E = a + b throughout |a − b| ≤ 4.

At v = (4, 0) the energies are 12, 4, 4, 4. States 1, 2 and 3 minimise, with densities (1, 1) and (0, 2), so E is not differentiable. Here E(4.1, 0) = 4 and E(3.9, 0) = 3.9, giving slope 0 to the right and slope 1 to the left in a. The central difference

(4 − 3.9) / 0.2 = 0.5

is the first-site occupation of none of the listed states 1, 2 and 3. In the quantum system these states span a degenerate ground space, and the equal-weight superposition of states 1 and 3, which is not in the finite list, does have first-site occupation 0.5; with other weights every value between 0 and 1 occurs, so the ground-state density is not unique and the central difference gives only one of the possible values. A uniform shift (4 + t, t) adds 2t to every state energy, so the slope along that one direction exists although the gradient does not.
